# Closed shells of the free electron gas in a cubic box: 2 modulo 4 electrons at Gamma, a multiple of 16 at the zone corner

Fill every plane-wave level of a three-dimensional free electron gas up to some energy, with two spins per orbital. If the box is periodic and the lowest level is included, the number of electrons is 2 modulo 4. If the wave function changes sign across the box along all three axes, the number is a multiple of 16.

For simulations of the uniform electron gas, this restricts the electron numbers at which the non-interacting, spin-unpolarised reference state is a closed shell.

## Every level up to the cutoff is filled, with two spins

In a cubic box of side \(L\) in \(d\) dimensions, the allowed wave vectors are \(\mathbf k = (2\pi/L)(m+\theta)\), with \(m\in\mathbb Z^d\). The twist \(\theta\) is measured in units of the reciprocal spacing, so the phase across the box is \(2\pi\theta_i\) along axis \(i\). Gamma is \(\theta=0\), and the corner of the box's Brillouin zone has every \(\theta_i=1/2\). The cutoff \(K\) bounds \(|m+\theta|^2\); it is an energy in units of \(\hbar^2(2\pi/L)^2/2m_e\), where \(m_e\) is the electron mass, and not a wave number.

```lean
import Mathlib

open Finset

namespace JelliumClosedShells

/-- The occupied plane waves of the free gas in a box with twist `θ`: integer vectors `m` whose wave
vector `m + θ` (in units of `2π/L`) satisfies `|m + θ|² ≤ K`. -/
def fermiSea {d : ℕ} (θ : Fin d → ℝ) (K : ℝ) : Set (Fin d → ℤ) :=
  {m | ∑ i, ((m i : ℝ) + θ i) ^ 2 ≤ K}

/-- The closed-shell electron number: two spins for each occupied plane wave. -/
noncomputable def electronNumber {d : ℕ} (θ : Fin d → ℝ) (K : ℝ) : ℕ :=
  2 * (fermiSea θ K).ncard

/-- The twist with component `1/2` along the axes in `s` and `0` along the others. -/
noncomputable def halfTwist {d : ℕ} (s : Finset (Fin d)) : Fin d → ℝ :=
  fun i => if i ∈ s then 1 / 2 else 0
```

Vectors \(m\) have type `Fin d → ℤ` and twists `Fin d → ℝ`. `fermiSea` is the set of occupied labels \(m\), and `electronNumber` is twice its size. `halfTwist s` puts \(1/2\) on the axes in \(s\) and 0 on the rest. The Lean model starts from these labels; that they enumerate the one-electron eigenstates of the box is the physical input.

The closed-shell condition is built into `fermiSea`, which takes all wave vectors \(m+\theta\) of equal length or none. Without it the rules fail: at Gamma, doubly occupying \(m=0\) and just one of its six neighbours gives 4 electrons.

The count is finite for any \(\theta\) and \(K\). Each component \(x=m_i+\theta_i\) of an occupied vector satisfies \(x^2\le K\), hence \(2|x|\le x^2+1\le K+1\) and \(|x|\le K+1\). This leaves finitely many integers \(m_i\).

```lean
/-- For every twist and every cutoff, only finitely many plane waves are occupied. -/
theorem fermiSea_finite {d : ℕ} (θ : Fin d → ℝ) (K : ℝ) : (fermiSea θ K).Finite := by
  apply (Set.finite_Icc (fun i => ⌈-(K + 1) - θ i⌉) (fun i => ⌊K + 1 - θ i⌋)).subset
  intro m hm
  -- each squared component is at most the sum of squares, hence at most `K`
  have hi : ∀ i, ((m i : ℝ) + θ i) ^ 2 ≤ K := fun i =>
    (Finset.single_le_sum (f := fun j => ((m j : ℝ) + θ j) ^ 2)
      (fun j _ => sq_nonneg _) (Finset.mem_univ i)).trans hm
  constructor
  · intro i
    apply Int.ceil_le.mpr
    nlinarith [hi i, sq_nonneg ((m i : ℝ) + θ i + 1), sq_nonneg ((m i : ℝ) + θ i)]
  · intro i
    apply Int.le_floor.mpr
    nlinarith [hi i, sq_nonneg ((m i : ℝ) + θ i - 1), sq_nonneg ((m i : ℝ) + θ i)]
```

The proof places the sea inside a box of integer vectors with these bounds; `nlinarith` supplies the inequality. Finiteness matters because `ncard` assigns 0 to an infinite set.

## A non-negative cutoff at Gamma

The hypothesis \(K\ge0\) says that the zero-momentum orbital is occupied. Since \(|-m|^2=|m|^2\), inversion maps the sea to itself, and \(m=-m\) forces \(m=0\). The nonzero occupied vectors therefore form some number \(p\) of pairs. Adding \(m=0\) gives \(2p+1\) orbitals and

\[
N = 2(2p+1)=4p+2 .
\]

For \(K<0\) the sea is empty and \(N=0\), so the rule fails for every negative cutoff.

```lean
/-- At the Gamma point, for a cutoff `K ≥ 0` and in any dimension, the closed-shell electron
number is congruent to 2 modulo 4. -/
theorem electronNumber_gamma {d : ℕ} {K : ℝ} (hK : 0 ≤ K) :
    electronNumber (0 : Fin d → ℝ) K % 4 = 2 := by
  have hfin := fermiSea_finite (0 : Fin d → ℝ) K
  have h0 : (0 : Fin d → ℤ) ∈ hfin.toFinset := by
    rw [Set.Finite.mem_toFinset]
    simpa [fermiSea] using hK
  have hmem : ∀ m ∈ hfin.toFinset.erase 0, -m ∈ hfin.toFinset.erase 0 := by
    intro m hm
    rw [Finset.mem_erase, Set.Finite.mem_toFinset] at hm ⊢
    exact ⟨neg_ne_zero.mpr hm.1, by simpa [fermiSea] using hm.2⟩
  -- inversion pairs the nonzero wave vectors
  have hsum : ∑ _m ∈ hfin.toFinset.erase 0, (1 : ZMod 2) = 0 := by
    refine Finset.sum_involution (fun m _ => -m) (fun _ _ => by decide) ?_ hmem
      (fun m _ => neg_neg m)
    intro m hm _ h
    apply (Finset.mem_erase.mp hm).1
    funext i
    have hi := congrFun h i
    simp only [Pi.neg_apply] at hi
    change m i = 0
    omega
  rw [Finset.sum_const, nsmul_eq_mul, mul_one] at hsum
  have heven := (CharP.cast_eq_zero_iff (ZMod 2) 2 _).mp hsum
  have hcard := Finset.card_erase_add_one h0
  rw [electronNumber, Set.ncard_eq_toFinset_card _ hfin]
  omega
```

The statement says that \(N\) leaves remainder 2 on division by 4, in any dimension. `hK` is used once, in `h0`, to place the zero vector in the sea. `Finset.sum_involution` does the pairing: it adds a 1 for each nonzero vector in arithmetic modulo 2, where each pair contributes \(1+1=0\). The number of nonzero vectors is therefore even, and `omega` finishes after zero is put back.

## Twist components equal to one half

A half twist means an antiperiodic wave function along that axis. The reflection \(m_i\mapsto-1-m_i\) then reverses the wave-vector component:

\[
(-1-m_i)+\tfrac12=-(m_i+\tfrac12).
\]

The energy is unchanged, so occupied vectors go to occupied vectors.

```lean
/-- Reversing wave-vector components along half-twisted axes, `m → -1 - m`, maps occupied
plane waves to occupied plane waves. -/
theorem reflect_mem {d : ℕ} {s : Finset (Fin d)} {K : ℝ} {m m' : Fin d → ℤ}
    (hm : m ∈ fermiSea (halfTwist s) K)
    (h : ∀ i, m' i = m i ∨ (i ∈ s ∧ m' i = -1 - m i)) :
    m' ∈ fermiSea (halfTwist s) K := by
  have hE : ∑ i, ((m' i : ℝ) + halfTwist s i) ^ 2
      = ∑ i, ((m i : ℝ) + halfTwist s i) ^ 2 := by
    refine Finset.sum_congr rfl fun i _ => ?_
    rcases h i with h | ⟨hi, h⟩
    · rw [h]
    · rw [h]
      simp only [halfTwist, if_pos hi]
      push_cast
      ring
  exact hE.le.trans hm
```

Here `m'` is any vector obtained from `m` by reflecting some of the axes in \(s\), and the sums of squares agree term by term.

The reflection exchanges \(m_i\ge0\) with \(m_i\le-1\), so it fixes no integer. Let \(S_+\) be the set of occupied vectors with \(m_i\ge0\) for all \(i\in s\). Reflecting the negative components on these axes sends each occupied vector into \(S_+\), and recording which ones were negative allows it to be recovered. Conversely, each element of \(S_+\) with any choice of signs gives an occupied vector. There are \(2^{|s|}\) choices, so

\[
N=2\cdot2^{|s|}\,|S_+|=2^{|s|+1}|S_+| .
\]

```lean
/-- The number of occupied plane waves is `2^|s|` times the number of those with `m i ≥ 0`
along every half-twisted axis. -/
theorem ncard_fermiSea_halfTwist {d : ℕ} (s : Finset (Fin d)) (K : ℝ) :
    (fermiSea (halfTwist s) K).ncard =
      2 ^ s.card * {m ∈ fermiSea (halfTwist s) K | ∀ i ∈ s, 0 ≤ m i}.ncard := by
  -- an occupied vector is its folded image together with a choice of signs
  let e : fermiSea (halfTwist s) K ≃
      {m ∈ fermiSea (halfTwist s) K | ∀ i ∈ s, 0 ≤ m i} × (s → Bool) :=
    { toFun := fun m =>
        (⟨fun i => if i ∈ s ∧ m.1 i < 0 then -1 - m.1 i else m.1 i, by
          refine ⟨reflect_mem m.2 fun i => ?_, fun i hi => ?_⟩
          · split_ifs with h
            · exact Or.inr ⟨h.1, rfl⟩
            · exact Or.inl rfl
          · dsimp only
            split_ifs with h
            · have := h.2
              omega
            · exact not_lt.mp fun hn => h ⟨hi, hn⟩⟩,
        fun i => decide (m.1 i < 0))
      invFun := fun q =>
        ⟨fun i => if h : i ∈ s then (if q.2 ⟨i, h⟩ = true then -1 - q.1.1 i else q.1.1 i)
          else q.1.1 i, by
          refine reflect_mem q.1.2.1 fun i => ?_
          split_ifs with h h'
          · exact Or.inr ⟨h, rfl⟩
          · exact Or.inl rfl
          · exact Or.inl rfl⟩
      left_inv := by
        intro m
        apply Subtype.ext
        funext i
        by_cases hi : i ∈ s <;> by_cases hn : m.1 i < 0 <;> simp [hi, hn]
      right_inv := by
        rintro ⟨⟨p, hp, hpos⟩, b⟩
        refine Prod.ext (Subtype.ext (funext fun i => ?_)) (funext fun i => ?_)
        · by_cases hi : i ∈ s
          · have h1 : 0 ≤ p i := hpos i hi
            have h2 : ¬ p i < 0 := not_lt.mpr h1
            have h3 : -1 < p i := by omega
            cases hb : b ⟨i, hi⟩ <;> simp [hi, hb, h2, h3]
          · simp [hi]
        · have h1 : 0 ≤ p i := hpos i i.2
          have h3 : -1 < p i := by omega
          cases hb : b i <;> simp [hb, h1, h3] }
  have hB : Nat.card (s → Bool) = 2 ^ s.card := by
    simp [Nat.card_eq_fintype_card]
  rw [← Nat.card_coe_set_eq, ← Nat.card_coe_set_eq, Nat.card_congr e, Nat.card_prod, hB,
    mul_comm]

/-- With a half twist along the axes in `s`, every closed-shell electron number is a multiple
of `2^(|s|+1)`. -/
theorem electronNumber_halfTwist {d : ℕ} (s : Finset (Fin d)) (K : ℝ) :
    2 ^ (s.card + 1) ∣ electronNumber (halfTwist s) K := by
  rw [electronNumber, ncard_fermiSea_halfTwist, pow_succ]
  exact ⟨{m ∈ fermiSea (halfTwist s) K | ∀ i ∈ s, 0 ≤ m i}.ncard, by ring⟩
```

The bijection is `e`: `toFun` folds and records the signs, with `true` for negative, and `invFun` unfolds. `reflect_mem` keeps both maps inside the sea, while `left_inv` and `right_inv` check that they undo each other. No sign condition on \(K\) is needed, since an empty sea gives 0, which is a multiple of everything.

The twist values do matter. Take \(\theta=(\tfrac14,\tfrac14,\tfrac14)\) and \(K=\tfrac{11}{16}\). The occupied vectors are \(m=0\) and the three with a single component \(-1\), which makes 8 electrons. That is neither 2 modulo 4 nor a multiple of 16, so neither rule extends to arbitrary twists.

## Three dimensions, and how sharp the numbers are

Taking \(s\) to be all three axes gives \(2^{3+1}=16\).

```lean
/-- Closed shells of the three-dimensional gas: for `K ≥ 0` the electron number is 2 modulo 4
at Gamma, and it is a multiple of 16 at the zone corner. -/
theorem closed_shell_numbers {K : ℝ} (hK : 0 ≤ K) :
    electronNumber (0 : Fin 3 → ℝ) K % 4 = 2 ∧
      16 ∣ electronNumber (fun _ : Fin 3 => (1 / 2 : ℝ)) K := by
  refine ⟨electronNumber_gamma hK, ?_⟩
  have hθ : halfTwist (Finset.univ : Finset (Fin 3)) = fun _ => (1 / 2 : ℝ) := by
    funext i
    simp [halfTwist]
  have h := electronNumber_halfTwist (Finset.univ : Finset (Fin 3)) K
  rw [hθ] at h
  simpa using h
```

The hypothesis `hK` serves only the Gamma half of this theorem.

The factor \(2^{|s|+1}\) is attained at \(K=|s|/4\). For \(m\in S_+\) and \(i\in s\), \((m_i+\tfrac12)^2=m_i^2+m_i+\tfrac14\ge m_i^2+\tfrac14\); the other axes contribute \(m_i^2\). Hence \(\sum_i m_i^2+|s|/4\le|s|/4\), which forces \(m=0\) and \(|S_+|=1\).

```lean
/-- With a half twist along the axes in `s`, the cutoff `K = |s|/4` gives exactly
`2^(|s|+1)` electrons. -/
theorem electronNumber_lowest {d : ℕ} (s : Finset (Fin d)) :
    electronNumber (halfTwist s) ((s.card : ℝ) / 4) = 2 ^ (s.card + 1) := by
  have hsq : ∀ i, halfTwist s i ^ 2 = if i ∈ s then (1 / 4 : ℝ) else 0 := by
    intro i
    unfold halfTwist
    split_ifs <;> norm_num
  have hθ : ∑ i, halfTwist s i ^ 2 = (s.card : ℝ) / 4 := by
    simp only [hsq, Finset.sum_ite_mem, Finset.univ_inter, Finset.sum_const, nsmul_eq_mul]
    ring
  have hP : {m ∈ fermiSea (halfTwist s) ((s.card : ℝ) / 4) | ∀ i ∈ s, 0 ≤ m i} = {0} := by
    ext m
    rw [Set.mem_singleton_iff]
    constructor
    · rintro ⟨hm, hpos⟩
      -- any nonzero `m` in the folded region costs extra energy
      have hle : ∑ i, ((m i : ℝ) ^ 2 + halfTwist s i ^ 2)
          ≤ ∑ i, ((m i : ℝ) + halfTwist s i) ^ 2 := by
        refine Finset.sum_le_sum fun i _ => ?_
        by_cases hi : i ∈ s
        · have h1 : (0 : ℝ) ≤ m i := by exact_mod_cast hpos i hi
          simp only [halfTwist, if_pos hi]
          nlinarith
        · simp [halfTwist, hi]
      have hm' : ∑ i, ((m i : ℝ) + halfTwist s i) ^ 2 ≤ (s.card : ℝ) / 4 := hm
      rw [Finset.sum_add_distrib, hθ] at hle
      funext i
      have h1 := Finset.single_le_sum (f := fun j => (m j : ℝ) ^ 2)
        (fun j _ => sq_nonneg _) (Finset.mem_univ i)
      have h2 : (m i : ℝ) ^ 2 = 0 := le_antisymm (by linarith) (sq_nonneg _)
      have h3 : (m i : ℝ) = 0 := pow_eq_zero_iff (two_ne_zero) |>.mp h2
      exact_mod_cast h3
    · rintro rfl
      refine ⟨?_, fun i _ => le_refl _⟩
      simpa [fermiSea] using hθ.le
  rw [electronNumber, ncard_fermiSea_halfTwist, hP, Set.ncard_singleton]
  ring
```

In the proof, `hle` is this inequality summed over the axes, and `hP` states that \(S_+\) contains only zero. At the three-dimensional corner, \(K=3/4\) gives exactly 16 electrons, so no larger number divides every count. For empty \(s\) the theorem gives 2 electrons at Gamma with \(K=0\).

At Gamma in three dimensions, \(K=1\) admits \(m=0\) and the six vectors with one component \(\pm1\): 7 orbitals and 14 electrons.

```lean
/-- At Gamma in three dimensions the cutoff `K = 1` gives 14 electrons. -/
theorem electronNumber_gamma_one : electronNumber (0 : Fin 3 → ℝ) 1 = 14 := by
  have hS : fermiSea (0 : Fin 3 → ℝ) 1 =
      ↑((Fintype.piFinset fun _ : Fin 3 => Finset.Icc (-1 : ℤ) 1).filter
        fun m => ∑ i, m i ^ 2 ≤ 1) := by
    ext m
    have hcast : (∑ i, (m i : ℝ) ^ 2 ≤ 1) ↔ ∑ i, m i ^ 2 ≤ 1 := by
      exact_mod_cast Iff.rfl
    simp only [fermiSea, Set.mem_ofPred_eq, Pi.zero_apply, add_zero, Finset.mem_coe,
      Finset.mem_filter, Fintype.mem_piFinset, Finset.mem_Icc]
    rw [hcast]
    refine ⟨fun h => ⟨fun i => ?_, h⟩, fun h => h.2⟩
    have hi : m i ^ 2 ≤ 1 := (Finset.single_le_sum (f := fun j => m j ^ 2)
      (fun j _ => sq_nonneg _) (Finset.mem_univ i)).trans h
    constructor <;> nlinarith
  rw [electronNumber, hS, Set.ncard_coe_finset]
  decide +kernel

end JelliumClosedShells
```

The proof confines the sea to the 27 vectors with components in \(\{-1,0,1\}\), and `decide +kernel` counts those that qualify. Since 2 and 14 differ by 12, the Gamma rule cannot be strengthened to a fixed remainder modulo 8.

```lean
#print axioms JelliumClosedShells.closed_shell_numbers
#print axioms JelliumClosedShells.electronNumber_lowest
#print axioms JelliumClosedShells.electronNumber_gamma_one
```

```
'JelliumClosedShells.closed_shell_numbers' depends on axioms: [propext, Classical.choice, Quot.sound]
'JelliumClosedShells.electronNumber_lowest' depends on axioms: [propext, Classical.choice, Quot.sound]
'JelliumClosedShells.electronNumber_gamma_one' depends on axioms: [propext, Classical.choice, Quot.sound]
```
